# The RPA characteristic polynomial is that of S(A+B)S at the squared frequency when S² = A−B

Let \(A\) and \(B\) be real symmetric \(n\times n\) matrices, with \(A\) the excitation block of the random-phase approximation (RPA) and \(B\) the coupling between excitations and de-excitations. Let \(S\) be real, symmetric and invertible with \(S^2=A-B\), and set

\[
L=\begin{pmatrix}A&B\\-B&-A\end{pmatrix},\qquad M=S(A+B)S .
\]

I know the claim that the frequencies of \(L\) are the square roots, with both signs, of the eigenvalues of \(M\), and that they are real if \(A+B\) is positive definite. Can this be made rigorous, eigenvectors included, and checked in Lean?

## Sums and differences of amplitudes

Yes. Written out, \(L(x,y)=\omega(x,y)\) says \(Ax+By=\omega x\) and \(-Bx-Ay=\omega y\). Adding and subtracting gives

\[
(A-B)(x-y)=\omega(x+y),\qquad (A+B)(x+y)=\omega(x-y),
\]

and half the sum and half the difference of these lead back.

**From \(L\) to \(M\).** Let \(\omega\neq0\), \((x,y)\neq0\) and \(z=S^{-1}(x+y)\). The first equation reads \(S^2(x-y)=\omega Sz\), so \(S(x-y)=\omega z\). Hence

\[
Mz=S(A+B)(x+y)=\omega S(x-y)=\omega^2z .
\]

If \(z\) were zero, then \(x+y=0\), the second equation would give \(x-y=0\), and \((x,y)\) would vanish.

**From \(M\) to \(L\).** Given \(Mz=\omega^2z\) with \(z\neq0\) and \(\omega\ne0\), put

\[
x=Sz+\omega^{-1}(A+B)Sz,\qquad y=Sz-\omega^{-1}(A+B)Sz .
\]

Then \(x+y=2Sz\neq0\) and \(x-y=2\omega^{-1}(A+B)Sz\), which is the second equation. The first follows from \((A-B)(x-y)=2\omega^{-1}SMz=2\omega Sz\).

**Characteristic polynomials.** Write \(D=A-B\), \(G=A+B\) and \(T=\begin{pmatrix}1&1\\1&-1\end{pmatrix}\) in blocks. For a scalar \(\lambda\neq0\),

\[
T(\lambda-L)=NT,\qquad N=\begin{pmatrix}\lambda&-D\\-G&\lambda\end{pmatrix},
\]
\[
N\begin{pmatrix}\lambda&0\\G&1\end{pmatrix}=\begin{pmatrix}\lambda^2-DG&-D\\0&\lambda\end{pmatrix}.
\]

Since \(T^2=2\), \(\det T\neq0\). Taking determinants and cancelling \(\det T\) and \(\lambda^n\) gives \(\det(\lambda-L)=\det(\lambda^2-DG)\). Agreement at infinitely many \(\lambda\) makes this a polynomial identity. Finally, \(DG=S\cdot S(A+B)\) has the same characteristic polynomial as \(S(A+B)\cdot S=M\).

**Positivity.** We have \(v^TMv=(Sv)^T(A+B)(Sv)\), and \(Sv\neq0\) when \(v\neq0\). So \(M\) is positive definite if \(A+B\) is; congruence with \(S^{-1}\) gives the converse. The eigenvalues of \(M\) are then \(\omega_i^2\) with \(\omega_i>0\), and

\[
\det(\lambda-L)=\prod_i(\lambda-\omega_i)(\lambda+\omega_i).
\]

## What the Lean statements say

`rpaMatrix A B` is \(L\), indexed by `n ⊕ n`; `Sum.elim x y` is the stacked vector \((x,y)\); `reduced A B S` is \(M\). The algebraic theorems hold over any field of characteristic zero, so complex \(\omega\) is allowed, and they need no symmetry. `charpoly_rpa` does not need \(S\) invertible either. Both eigenvector theorems assume it, as `IsUnit S.det`; `reduced_eigenvector` uses \(S^{-1}\) in its statement, while `rpa_eigenvector` would hold without the assumption, since \(Sz=0\) would give \(\omega^2z=Mz=0\).

The positivity theorems are over ℝ, where `PosDef` includes symmetry. In Hartree–Fock response with real orbitals, positive definite \(A+B\) and \(A-B\) express stability of the reference state against real and imaginary orbital rotations. The second condition is implied by the assumed \(S\), which the file does not construct.

Eigenvectors at \(\omega=0\) are not treated, and the lifted vector is unnormalised: for real symmetric \(S\), \(\omega>0\) and \(z^Tz=1\), division by \(2\sqrt\omega\) gives \(x^Tx-y^Ty=1\).

For finite real-orbital RPA matrices with \(A-B\) positive definite, the result replaces a nonsymmetric problem of size \(2n\) by a symmetric one of size \(n\), whose eigenvalues are the squared frequencies.

```lean
import Mathlib

open Matrix
open Polynomial (X C)

namespace RPAReduction

variable {n K : Type*} [Fintype n] [DecidableEq n] [Field K] [CharZero K]

/-- The RPA matrix with excitation block `A` and coupling block `B`. -/
def rpaMatrix {n K : Type*} [Field K] (A B : Matrix n n K) : Matrix (n ⊕ n) (n ⊕ n) K :=
  fromBlocks A B (-B) (-A)

/-- The reduced matrix `S (A + B) S`, of half the dimension of the RPA matrix. -/
def reduced {n K : Type*} [Fintype n] [Field K] (A B S : Matrix n n K) : Matrix n n K :=
  S * (A + B) * S

omit [DecidableEq n] in
/-- The RPA eigenvalue equation is equivalent to two coupled equations for the sum and the
difference of the excitation and de-excitation amplitudes. -/
theorem rpa_eigen_iff (A B : Matrix n n K) (x y : n → K) (ω : K) :
    rpaMatrix A B *ᵥ Sum.elim x y = ω • Sum.elim x y ↔
      (A - B) *ᵥ (x - y) = ω • (x + y) ∧ (A + B) *ᵥ (x + y) = ω • (x - y) := by
  have key : rpaMatrix A B *ᵥ Sum.elim x y = ω • Sum.elim x y ↔
      A *ᵥ x + B *ᵥ y = ω • x ∧ -(B *ᵥ x) - A *ᵥ y = ω • y := by
    rw [rpaMatrix, fromBlocks_mulVec, Sum.elim_comp_inl, Sum.elim_comp_inr]
    constructor
    · intro h
      constructor
      · ext i
        simpa using congrFun h (Sum.inl i)
      · ext i
        simpa [neg_mulVec, sub_eq_add_neg] using congrFun h (Sum.inr i)
    · rintro ⟨h1, h2⟩
      ext (i | i)
      · simpa using congrFun h1 i
      · simpa [neg_mulVec, sub_eq_add_neg] using congrFun h2 i
  rw [key]
  simp only [sub_mulVec, add_mulVec, mulVec_sub, mulVec_add]
  constructor
  · rintro ⟨h1, h2⟩
    exact ⟨by linear_combination (norm := module) h1 + h2,
      by linear_combination (norm := module) h1 - h2⟩
  · rintro ⟨h1, h2⟩
    exact ⟨by linear_combination (norm := module) (1 / 2 : K) • h1 + (1 / 2 : K) • h2,
      by linear_combination (norm := module) (1 / 2 : K) • h1 - (1 / 2 : K) • h2⟩

omit [CharZero K] in
/-- The secular determinant of two blocks `D` and `G` coupled off the diagonal, at a nonzero
frequency `x`, is that of the product `D G` at `x ^ 2`. -/
theorem det_offDiagonal (D G : Matrix n n K) {x : K} (hx : x ≠ 0) :
    (fromBlocks (x • 1) (-D) (-G) (x • 1)).det = (x ^ 2 • 1 - D * G).det := by
  -- a block-triangular factor removes the lower left block
  have h2 : fromBlocks (x • 1) (-D) (-G) (x • 1) * fromBlocks (x • 1) 0 G 1 =
      fromBlocks (x ^ 2 • 1 - D * G) (-D) 0 (x • 1) := by
    rw [fromBlocks_multiply]
    congr 1 <;> simp [pow_two, smul_smul, sub_eq_add_neg]
  have hx' : (x • (1 : Matrix n n K)).det ≠ 0 := by
    rw [det_smul, det_one, mul_one]
    exact pow_ne_zero _ hx
  have h := congrArg det h2
  rw [det_mul, det_fromBlocks_zero₁₂, det_fromBlocks_zero₂₁, det_one, mul_one] at h
  exact mul_right_cancel₀ hx' h

/-- The secular determinant of the RPA matrix at a nonzero frequency `x` is that of
`(A - B) (A + B)` at `x ^ 2`. -/
theorem det_rpa (A B : Matrix n n K) {x : K} (hx : x ≠ 0) :
    (x • 1 - rpaMatrix A B).det = (x ^ 2 • 1 - (A - B) * (A + B)).det := by
  let T : Matrix (n ⊕ n) (n ⊕ n) K := fromBlocks 1 1 1 (-1)
  have hTT : T * T = (2 : K) • 1 := by
    rw [fromBlocks_multiply, ← fromBlocks_one, fromBlocks_smul]
    congr 1 <;> simp [two_smul]
  have hT : T.det ≠ 0 := by
    intro h0
    have h := congrArg det hTT
    rw [det_mul, h0, zero_mul, det_smul, det_one, mul_one] at h
    exact pow_ne_zero _ two_ne_zero h.symm
  have hL : x • 1 - rpaMatrix A B = fromBlocks (x • 1 - A) (-B) B (x • 1 + A) := by
    ext (i | i) (j | j) <;> simp [rpaMatrix, one_apply]
  -- sum and difference coordinates make the matrix block off-diagonal
  have h1 : T * (x • 1 - rpaMatrix A B) =
      fromBlocks (x • 1) (-(A - B)) (-(A + B)) (x • 1) * T := by
    rw [hL, fromBlocks_multiply, fromBlocks_multiply]
    congr 1 <;> simp only [one_mul, mul_one, neg_mul, mul_neg] <;> abel
  have h := congrArg det h1
  rw [det_mul, det_mul, det_offDiagonal _ _ hx, mul_comm] at h
  exact mul_right_cancel₀ hT h

/-- If `S * S = A - B`, the characteristic polynomial of the RPA matrix is that of the reduced
matrix, taken at the squared frequency. -/
theorem charpoly_rpa {A B S : Matrix n n K} (hS : S * S = A - B) :
    (rpaMatrix A B).charpoly = (reduced A B S).charpoly.comp (X ^ 2) := by
  have hcomm : (reduced A B S).charpoly = ((A - B) * (A + B)).charpoly := by
    rw [reduced, Matrix.charpoly_mul_comm (S * (A + B)) S, ← mul_assoc, hS]
  have : Infinite K := Infinite.of_injective _ (Nat.cast_injective (R := K))
  rw [hcomm]
  -- the two polynomials agree at every nonzero point
  apply Polynomial.eq_of_infinite_eval_eq
  refine ((Set.finite_singleton (0 : K)).infinite_compl).mono ?_
  intro x hx
  have hx0 : x ≠ 0 := by simpa using hx
  rw [Set.mem_ofPred_eq, Polynomial.eval_comp, Polynomial.eval_pow, Polynomial.eval_X,
    Matrix.eval_charpoly, Matrix.eval_charpoly]
  simp only [scalar_apply, ← smul_one_eq_diagonal]
  exact det_rpa A B hx0

/-- If `S` is invertible and `S * S = A - B`, an RPA eigenvector `(x, y)` with nonzero frequency `ω`
gives the eigenvector `S⁻¹ (x + y)` of the reduced matrix with eigenvalue `ω ^ 2`. -/
theorem reduced_eigenvector {A B S : Matrix n n K} (hS : S * S = A - B)
    (hdet : IsUnit S.det) {x y : n → K} {ω : K} (hω : ω ≠ 0) (hne : Sum.elim x y ≠ 0)
    (h : rpaMatrix A B *ᵥ Sum.elim x y = ω • Sum.elim x y) :
    S⁻¹ *ᵥ (x + y) ≠ 0 ∧
      reduced A B S *ᵥ (S⁻¹ *ᵥ (x + y)) = ω ^ 2 • (S⁻¹ *ᵥ (x + y)) := by
  obtain ⟨h1, h2⟩ := (rpa_eigen_iff A B x y ω).1 h
  have hz : S *ᵥ (S⁻¹ *ᵥ (x + y)) = x + y := by
    rw [mulVec_mulVec, mul_nonsing_inv S hdet, one_mulVec]
  have hd : S *ᵥ (x - y) = ω • (S⁻¹ *ᵥ (x + y)) := by
    rw [← mulVec_smul, ← h1, ← hS, mulVec_mulVec, ← mul_assoc, nonsing_inv_mul S hdet, one_mul]
  constructor
  · intro h0
    rw [h0, mulVec_zero] at hz
    rw [← hz, mulVec_zero] at h2
    have hxy : x - y = 0 := (smul_eq_zero.1 h2.symm).resolve_left hω
    have hx : x = 0 := by
      linear_combination (norm := module) (1 / 2 : K) • hxy - (1 / 2 : K) • hz
    have hy : y = 0 := by
      linear_combination (norm := module) (-1 / 2 : K) • hxy - (1 / 2 : K) • hz
    apply hne
    rw [hx, hy]
    ext (i | i) <;> rfl
  · rw [reduced, ← mulVec_mulVec, hz, ← mulVec_mulVec, h2, mulVec_smul, hd, smul_smul, pow_two]

/-- Conversely, if `S` is invertible and `S * S = A - B`, an eigenvector `z` of the reduced matrix
with eigenvalue `ω ^ 2`, `ω` nonzero, lifts to an explicit RPA eigenvector with frequency `ω`. -/
theorem rpa_eigenvector {A B S : Matrix n n K} (hS : S * S = A - B)
    (hdet : IsUnit S.det) {z : n → K} {ω : K} (hω : ω ≠ 0) (hz : z ≠ 0)
    (h : reduced A B S *ᵥ z = ω ^ 2 • z) :
    let v := Sum.elim (S *ᵥ z + ω⁻¹ • ((A + B) *ᵥ (S *ᵥ z)))
      (S *ᵥ z - ω⁻¹ • ((A + B) *ᵥ (S *ᵥ z)))
    v ≠ 0 ∧ rpaMatrix A B *ᵥ v = ω • v := by
  intro v
  have hM : (A - B) *ᵥ ((A + B) *ᵥ (S *ᵥ z)) = ω ^ 2 • (S *ᵥ z) := by
    rw [← mulVec_smul, ← h, ← hS, reduced]
    simp only [mulVec_mulVec, mul_assoc]
  constructor
  · intro h0
    have hx : S *ᵥ z + ω⁻¹ • ((A + B) *ᵥ (S *ᵥ z)) = 0 :=
      funext fun i => congrFun h0 (Sum.inl i)
    have hy : S *ᵥ z - ω⁻¹ • ((A + B) *ᵥ (S *ᵥ z)) = 0 :=
      funext fun i => congrFun h0 (Sum.inr i)
    have hu : S *ᵥ z = 0 := by
      linear_combination (norm := module) (1 / 2 : K) • hx + (1 / 2 : K) • hy
    apply hz
    calc z = S⁻¹ *ᵥ (S *ᵥ z) := by rw [mulVec_mulVec, nonsing_inv_mul S hdet, one_mulVec]
      _ = 0 := by rw [hu, mulVec_zero]
  · have e1 (u w : n → K) : u + ω⁻¹ • w - (u - ω⁻¹ • w) = (2 * ω⁻¹) • w := by module
    have e2 (u w : n → K) : u + ω⁻¹ • w + (u - ω⁻¹ • w) = (2 : K) • u := by module
    refine (rpa_eigen_iff A B _ _ ω).2 ⟨?_, ?_⟩
    · rw [e1, e2, mulVec_smul, hM, smul_smul, smul_smul]
      congr 1
      field_simp
    · rw [e1, e2, mulVec_smul, smul_smul]
      congr 1
      field_simp

/-- Congruence with a real symmetric invertible matrix preserves positive definiteness. -/
theorem posDef_congruence {P Q : Matrix n n ℝ} (hQ : Qᵀ = Q) (hdet : IsUnit Q.det)
    (hP : P.PosDef) : (Q * P * Q).PosDef := by
  rw [posDef_iff_dotProduct_mulVec] at hP ⊢
  have hP' : Pᵀ = P := by
    have h := hP.1
    rwa [IsHermitian, conjTranspose_eq_transpose_of_trivial] at h
  refine ⟨?_, fun x hx => ?_⟩
  · rw [IsHermitian, conjTranspose_eq_transpose_of_trivial, transpose_mul, transpose_mul,
      hQ, hP', mul_assoc]
  · have hQx : Q *ᵥ x ≠ 0 := by
      intro h0
      apply hx
      calc x = Q⁻¹ *ᵥ (Q *ᵥ x) := by rw [mulVec_mulVec, nonsing_inv_mul Q hdet, one_mulVec]
        _ = 0 := by rw [h0, mulVec_zero]
    have e : star x ⬝ᵥ ((Q * P * Q) *ᵥ x) = star (Q *ᵥ x) ⬝ᵥ (P *ᵥ (Q *ᵥ x)) := by
      simp only [star_trivial]
      rw [← mulVec_mulVec, ← mulVec_mulVec, dotProduct_mulVec, ← mulVec_transpose, hQ]
    rw [e]
    exact hP.2 hQx

/-- For symmetric invertible `S`, the reduced matrix is positive definite exactly when
`A + B` is. -/
theorem reduced_posDef_iff {A B S : Matrix n n ℝ} (hsymm : Sᵀ = S) (hdet : IsUnit S.det) :
    (reduced A B S).PosDef ↔ (A + B).PosDef := by
  constructor
  · intro h
    have hinv : (S⁻¹)ᵀ = S⁻¹ := by rw [transpose_nonsing_inv, hsymm]
    have e : S⁻¹ * reduced A B S * S⁻¹ = A + B := by
      calc S⁻¹ * (S * (A + B) * S) * S⁻¹ = (S⁻¹ * S) * (A + B) * (S * S⁻¹) := by
            simp only [mul_assoc]
        _ = A + B := by rw [nonsing_inv_mul S hdet, mul_nonsing_inv S hdet, one_mul, mul_one]
    rw [← e]
    exact posDef_congruence hinv (isUnit_nonsing_inv_det S hdet) h
  · exact posDef_congruence hsymm hdet

/-- If `A + B` is positive definite and `A - B` is the square of a real symmetric invertible matrix
`S`, the characteristic polynomial of the RPA matrix splits over the reals into pairs of roots `ω i`
and `-ω i` with `ω i` positive. -/
theorem rpa_real_pairs {A B S : Matrix n n ℝ} (hS : S * S = A - B) (hsymm : Sᵀ = S)
    (hdet : IsUnit S.det) (hAB : (A + B).PosDef) :
    ∃ ω : n → ℝ, (∀ i, 0 < ω i) ∧
      (rpaMatrix A B).charpoly = ∏ i, (X - C (ω i)) * (X + C (ω i)) := by
  have hM : (reduced A B S).PosDef := (reduced_posDef_iff hsymm hdet).2 hAB
  -- the frequencies are the square roots of the eigenvalues of the reduced matrix
  refine ⟨fun i => Real.sqrt (hM.isHermitian.eigenvalues i),
    fun i => Real.sqrt_pos.2 (hM.eigenvalues_pos i), ?_⟩
  rw [charpoly_rpa hS, hM.isHermitian.charpoly_eq, Polynomial.prod_comp]
  refine Finset.prod_congr rfl fun i _ => ?_
  have hs : C (hM.isHermitian.eigenvalues i) =
      C (Real.sqrt (hM.isHermitian.eigenvalues i)) ^ 2 := by
    rw [← Polynomial.C_pow, Real.sq_sqrt (hM.eigenvalues_pos i).le]
  simp only [Polynomial.sub_comp, Polynomial.X_comp, Polynomial.C_comp,
    RCLike.ofReal_real_eq_id, id_eq]
  rw [hs]
  ring

/-- An explicit pair of coupled excitations with nonzero `B` meets the hypotheses on `A`, `B`
and `S`. -/
theorem rpa_real_pairs_witness :
    let A : Matrix (Fin 2) (Fin 2) ℝ := !![6, 2; 2, 7]
    let B : Matrix (Fin 2) (Fin 2) ℝ := !![1, -2; -2, 2]
    let S : Matrix (Fin 2) (Fin 2) ℝ := !![2, 1; 1, 2]
    S * S = A - B ∧ Sᵀ = S ∧ IsUnit S.det ∧ (A + B).PosDef := by
  intro A B S
  refine ⟨?_, ?_, ?_, ?_⟩
  · ext i j
    fin_cases i <;> fin_cases j <;> norm_num [A, B, S, Matrix.mul_apply, Fin.sum_univ_succ]
  · ext i j
    fin_cases i <;> fin_cases j <;> simp [S]
  · rw [isUnit_iff_ne_zero, det_fin_two]
    norm_num [S]
  · have e : A + B = diagonal ![7, 9] := by
      ext i j
      fin_cases i <;> fin_cases j <;> norm_num [A, B]
    rw [e]
    refine Matrix.PosDef.diagonal fun i => ?_
    fin_cases i <;> norm_num

end RPAReduction
```

```lean
#print axioms RPAReduction.charpoly_rpa
#print axioms RPAReduction.reduced_eigenvector
#print axioms RPAReduction.rpa_eigenvector
#print axioms RPAReduction.rpa_real_pairs
```

```
'RPAReduction.charpoly_rpa' depends on axioms: [propext, Classical.choice, Quot.sound]
'RPAReduction.reduced_eigenvector' depends on axioms: [propext, Classical.choice, Quot.sound]
'RPAReduction.rpa_eigenvector' depends on axioms: [propext, Classical.choice, Quot.sound]
'RPAReduction.rpa_real_pairs' depends on axioms: [propext, Classical.choice, Quot.sound]
```

## How the proof follows the algebra

- `rpa_eigen_iff` gives the coupled equations; `linear_combination` forms the sums and differences.
- `det_offDiagonal` is the triangular factorisation and `det_rpa` the change of coordinates by \(T\). `charpoly_rpa` adds cyclicity (`Matrix.charpoly_mul_comm`) and the infinitely-many-points argument.
- `reduced_eigenvector` and `rpa_eigenvector` are the two eigenvector maps.
- `posDef_congruence` moves \(S\) across the dot product; `reduced_posDef_iff` applies it with \(S\) and \(S^{-1}\).
- `rpa_real_pairs` takes square roots of the eigenvalues of \(M\) and factors each \(X^2-\omega_i^2\).
- `rpa_real_pairs_witness` checks the hypotheses on a \(2\times2\) example with \(B\neq0\) and \(A+B=\mathrm{diag}(7,9)\).
